# Any potential of the linear force −Hq equals q·Hq/2 up to an additive constant

The theorem `potential_eq` concerns a system with finitely many real coordinates q and the linear force F(q) = −Hq, where H is a real matrix not assumed symmetric or positive. If V is a potential of this force, meaning that its derivative at every q along every direction v is −v·F(q), then V(q) = V(0) + q·Hq/2. The attempt restricts V to the ray s ↦ sq and shows that its derivative at t is t(q·Hq). It then subtracts s²(q·Hq)/2, finds that the difference has zero derivative and so is constant, and compares s = 1 with s = 0.

In Lean, a first try:

```lean
import Mathlib

open Matrix

namespace PotentialEq

noncomputable section

variable {n : Type*} [Fintype n]

/-- The linear force `F(q) = -H q`. -/
def linearForce (H : Matrix n n ℝ) (q : n → ℝ) : n → ℝ := -(H *ᵥ q)

/-- The quadratic energy `q · H q / 2`. -/
def quadraticEnergy (H : Matrix n n ℝ) (q : n → ℝ) : ℝ := (q ⬝ᵥ H *ᵥ q) / 2

/-- Any potential of the linear force of `H` equals the quadratic energy up to a constant. -/
theorem potential_eq (H : Matrix n n ℝ) (V : (n → ℝ) → ℝ)
    (hV : ∀ q v : n → ℝ,
      HasDerivAt (fun t : ℝ => V (q + t • v)) (-(v ⬝ᵥ linearForce H q)) 0)
    (q : n → ℝ) : V q = V 0 + quadraticEnergy H q := by
  -- derivative of the potential along the ray through `q`
  have ray : ∀ t : ℝ, HasDerivAt (fun s : ℝ => V (s • q)) (t * (q ⬝ᵥ H *ᵥ q)) t := by
    intro t
    have h1 : HasDerivAt (fun s : ℝ => s - t) 1 t := (hasDerivAt_id' t).sub_const t
    have h0 : HasDerivAt (fun s : ℝ => V (t • q + s • q))
        (-(q ⬝ᵥ linearForce H (t • q))) (t - t) := by
      rw [sub_self]
      exact hV (t • q) q
    have e : (fun s : ℝ => V (s • q)) =
        (fun s : ℝ => V (t • q + s • q)) ∘ (fun s : ℝ => s - t) := by
      funext s
      exact congrArg V (by module)
    rw [e]
    exact (h0.comp t h1).congr_deriv (by
      simp [linearForce, Matrix.mulVec_smul, dotProduct_smul])
  -- subtracting the quadratic energy leaves a constant
  have flat : ∀ t : ℝ, HasDerivAt
      (fun s : ℝ => V (s • q) - s ^ 2 * ((q ⬝ᵥ H *ᵥ q) / 2)) 0 t := by
    intro t
    have h2 := ((hasDerivAt_id' t).fun_pow 2).mul_const ((q ⬝ᵥ H *ᵥ q) / 2)
    exact ((ray t).fun_sub h2).congr_deriv (by norm_num; ring)
  have c := is_const_of_deriv_eq_zero (fun t => (flat t).differentiableAt)
    (fun t => (flat t).deriv) 1 0
  simp only [one_smul, zero_smul] at c
  unfold quadraticEnergy
  linarith

end

end PotentialEq
```

The error:

```
Main.lean:35:21: error: Application type mismatch: The argument
  h1
has type
  HasDerivAt (fun s => s - t) 1 t
but is expected to have type
  HasDerivAt (HSub.hSub t) ?m.188 t
in the application
  HasDerivAt.comp t h0 h1
Main.lean:35:38: error: unsolved goals
n : Type u_1
inst✝ : Fintype n
H : Matrix n n ℝ
V : (n → ℝ) → ℝ
hV : ∀ (q v : n → ℝ), HasDerivAt (fun t => V (q + t • v)) (-(v ⬝ᵥ linearForce H q)) 0
q : n → ℝ
t : ℝ
h1 : HasDerivAt (fun s => s - t) 1 t
h0 : HasDerivAt (fun s => V (t • q + s • q)) (-(q ⬝ᵥ linearForce H (t • q))) (t - t)
e : (fun s => V (s • q)) = (fun s => V (t • q + s • q)) ∘ fun s => s - t
⊢ t * q ⬝ᵥ H *ᵥ q * ?m.188 = ?m.197
```

The first error arises in the chain rule, `h0.comp t h1`. `HasDerivAt.comp` expects the outer derivative at a point of the form `h t`, where `h` is the inner function. Lean had to find `h` from the point `t - t` in `h0`, and it read this as `HSub.hSub t` applied to `t`. That makes the inner function s ↦ t − s, whereas `h1` is about s ↦ s − t.

The second error follows from the first: with the application rejected, the inner derivative `?m.188` and the target value `?m.197` were left undetermined, so `simp` could not close the goal.

The repair states the composite and its derivative explicitly in `h2`, which fixes the inner function as s ↦ s − t. The outer derivative is left as `?_` and supplied afterwards by `exact h0`. Its required point is then `(fun s => s - t) t`, which reduces to `t - t` by evaluating the function, so `h0` fits. With every value known, the original `simp` call proves the equality of derivatives.

After these edits no error is left:

```diff
@@ -33,5 +33,9 @@
       exact congrArg V (by module)
     rw [e]
-    exact (h0.comp t h1).congr_deriv (by
+    have h2 : HasDerivAt ((fun s : ℝ => V (t • q + s • q)) ∘ (fun s : ℝ => s - t))
+        (-(q ⬝ᵥ linearForce H (t • q)) * 1) t := by
+      refine HasDerivAt.comp t ?_ h1
+      exact h0
+    exact h2.congr_deriv (by
       simp [linearForce, Matrix.mulVec_smul, dotProduct_smul])
   -- subtracting the quadratic energy leaves a constant
```
